# For a Hermitian matrix $H$, $e^{-T}He^{T}$ is normal exactly when it is Hermitian

Coupled-cluster theory replaces a Hermitian Hamiltonian $H$ by $\bar H=e^{-T}He^{T}$, where $T$ is the cluster operator. The spectrum is unchanged, but $\bar H$ is generally not Hermitian, and its left and right eigenvectors differ. Could it still be normal, and so keep an orthonormal eigenbasis?

Operators here are complex square matrices in a finite orthonormal basis, indexed by `n`. The adjoint $A^*$ is the conjugate transpose, `Aᴴ` in Lean.

```lean
import Mathlib

open Matrix
open scoped ComplexOrder

namespace CoupledClusterNormality

noncomputable section

variable {n : Type*} [Fintype n] [DecidableEq n]
```

The transformed Hamiltonian is defined for any two matrices; neither Hermiticity nor an excitation structure is built in.

```lean
/-- The similarity-transformed Hamiltonian `exp(-T) H exp(T)`. -/
def Hbar (H T : Matrix n n ℂ) : Matrix n n ℂ :=
  NormedSpace.exp (-T) * H * NormedSpace.exp T
```

Normality means $AA^*=A^*A$.

```lean
/-- A matrix is normal when it commutes with its adjoint. -/
def IsNormal (A : Matrix n n ℂ) : Prop := A * Aᴴ = Aᴴ * A
```

## (a) Inverse exponentials

**Task.** Show that $e^{-T}e^{T}=1$.

**Solution.** Since $-T$ and $T$ commute, the exponents add: $e^{-T}e^{T}=e^{0}=1$.

```lean
/-- The product `exp(-T) exp(T)` is the identity matrix. -/
theorem exp_neg_mul_exp (T : Matrix n n ℂ) :
    NormedSpace.exp (-T) * NormedSpace.exp T = 1 := by
  rw [← Matrix.exp_add_of_commute _ _ ((Commute.refl T).neg_left), neg_add_cancel,
    NormedSpace.exp_zero]
```

## (b) A vanishing Frobenius norm

**Task.** Show that $\operatorname{tr}(A^*A)=0$ forces $A=0$.

**Solution.** The trace is $\sum_{j}\sum_i|A_{ij}|^2$. A sum of non-negative terms vanishes only if each term does. Lean applies this first to the sum over $j$, then to the sum over $i$.

```lean
omit [DecidableEq n] in
/-- A matrix whose squared Frobenius norm `tr(A* A)` vanishes is zero. -/
theorem eq_zero_of_trace (A : Matrix n n ℂ) (h : (Aᴴ * A).trace = 0) : A = 0 := by
  have h1 : ((∑ j, ∑ i, Complex.normSq (A i j) : ℝ) : ℂ) = 0 := by
    rw [← h]
    simp [Matrix.trace, Matrix.mul_apply, Complex.normSq_eq_conj_mul_self]
  have h2 := Complex.ofReal_eq_zero.mp h1
  ext i j
  have h3 := (Finset.sum_eq_zero_iff_of_nonneg (fun j _ =>
    Finset.sum_nonneg fun i _ => Complex.normSq_nonneg (A i j))).mp h2 j (Finset.mem_univ j)
  have h4 := (Finset.sum_eq_zero_iff_of_nonneg (fun i _ =>
    Complex.normSq_nonneg (A i j))).mp h3 i (Finset.mem_univ i)
  exact Complex.normSq_eq_zero.mp h4
```

## (c) Intertwining the adjoints

**Task.** Let $A$ and $B$ be normal with $AX=XB$. Show that $A^*X=XB^*$, the matrix case of the Fuglede–Putnam theorem.

**Solution.** Put $D=A^*X-XB^*$. Then $\operatorname{tr}(D^*D)$ has four terms. Using $AX=XB$, its adjoint $X^*A^*=B^*X^*$, and normality of $A$, they become

$$\begin{aligned}
X^*AA^*X&=X^*A^*AX=B^*X^*XB,\\
X^*AXB^*&=X^*XBB^*,\\
BX^*A^*X&=BB^*X^*X,\\
BX^*XB^*&.
\end{aligned}$$

By cyclicity of the trace and normality of $B$, each has trace $\tau=\operatorname{tr}(X^*XBB^*)$. Hence $\operatorname{tr}(D^*D)=\tau-\tau-\tau+\tau=0$, and $D=0$ by (b). The four products are `t1` to `t4` in the code, and `cyc` is the cyclic step.

```lean
omit [DecidableEq n] in
/-- Fuglede-Putnam theorem for matrices: an operator that intertwines two normal matrices
also intertwines their adjoints. -/
theorem fuglede_putnam {A B X : Matrix n n ℂ} (hA : IsNormal A) (hB : IsNormal B)
    (h : A * X = X * B) : Aᴴ * X = X * Bᴴ := by
  unfold IsNormal at hA hB
  have h' : Xᴴ * Aᴴ = Bᴴ * Xᴴ := by
    simpa only [Matrix.conjTranspose_mul] using congrArg Matrix.conjTranspose h
  -- the four terms of the squared Frobenius norm of the difference
  have t1 : Xᴴ * A * (Aᴴ * X) = Bᴴ * (Xᴴ * X) * B := by
    calc Xᴴ * A * (Aᴴ * X) = Xᴴ * (A * Aᴴ) * X := by simp only [Matrix.mul_assoc]
      _ = Xᴴ * (Aᴴ * A) * X := by rw [hA]
      _ = (Xᴴ * Aᴴ) * (A * X) := by simp only [Matrix.mul_assoc]
      _ = (Bᴴ * Xᴴ) * (X * B) := by rw [h', h]
      _ = _ := by simp only [Matrix.mul_assoc]
  have t2 : Xᴴ * A * (X * Bᴴ) = Xᴴ * X * (B * Bᴴ) := by
    calc Xᴴ * A * (X * Bᴴ) = Xᴴ * (A * X) * Bᴴ := by simp only [Matrix.mul_assoc]
      _ = Xᴴ * (X * B) * Bᴴ := by rw [h]
      _ = _ := by simp only [Matrix.mul_assoc]
  have t3 : B * Xᴴ * (Aᴴ * X) = B * Bᴴ * (Xᴴ * X) := by
    calc B * Xᴴ * (Aᴴ * X) = B * (Xᴴ * Aᴴ) * X := by simp only [Matrix.mul_assoc]
      _ = B * (Bᴴ * Xᴴ) * X := by rw [h']
      _ = _ := by simp only [Matrix.mul_assoc]
  have t4 : B * Xᴴ * (X * Bᴴ) = B * (Xᴴ * X) * Bᴴ := by simp only [Matrix.mul_assoc]
  have cyc : ∀ C D Y : Matrix n n ℂ, (C * Y * D).trace = (Y * (D * C)).trace := by
    intro C D Y
    rw [Matrix.mul_assoc, Matrix.trace_mul_comm, Matrix.mul_assoc]
  apply sub_eq_zero.mp
  apply eq_zero_of_trace
  simp only [Matrix.conjTranspose_sub, Matrix.conjTranspose_mul,
    Matrix.conjTranspose_conjTranspose]
  rw [Matrix.sub_mul, Matrix.mul_sub, Matrix.mul_sub, t1, t2, t3, t4]
  simp only [Matrix.trace_sub]
  rw [cyc Bᴴ B, cyc B Bᴴ, Matrix.trace_mul_comm (B * Bᴴ), ← hB]
  ring
```

## (d) Hermiticity as a commutation condition

**Task.** For Hermitian $H$, show that $\bar H$ is Hermitian exactly when $H$ commutes with $e^{T}(e^{T})^*$.

**Solution.** Write $S=e^{T}$ and $R=e^{-T}$, so $RS=SR=1$. Taking adjoints gives $R^*S^*=S^*R^*=1$. Hermiticity of $\bar H=RHS$ reads

$$S^*HR^*=RHS.$$

Multiplying by $S$ on the left and $S^*$ on the right gives $SS^*H=HSS^*$. Multiplying that by $R$ on the left and $R^*$ on the right gives the first equation back. The two `calc` chains carry out these multiplications, using only that $R$ and $S$ are inverse.

```lean
/-- For Hermitian `H`, the transformed Hamiltonian is Hermitian exactly when `H` commutes
with `exp(T) exp(T)*`. -/
theorem hbar_hermitian_iff {H : Matrix n n ℂ} (hH : H.IsHermitian) (T : Matrix n n ℂ) :
    (Hbar H T).IsHermitian ↔ Commute H (NormedSpace.exp T * (NormedSpace.exp T)ᴴ) := by
  have hRS := exp_neg_mul_exp T
  unfold Hbar
  generalize NormedSpace.exp T = S at *
  generalize NormedSpace.exp (-T) = R at *
  have hSR : S * R = 1 := mul_eq_one_comm.mp hRS
  have a1 : Rᴴ * Sᴴ = 1 := by rw [← Matrix.conjTranspose_mul, hSR, Matrix.conjTranspose_one]
  have a2 : Sᴴ * Rᴴ = 1 := by rw [← Matrix.conjTranspose_mul, hRS, Matrix.conjTranspose_one]
  have adj : (R * H * S)ᴴ = Sᴴ * (H * Rᴴ) := by
    rw [Matrix.conjTranspose_mul, Matrix.conjTranspose_mul, hH.eq]
  constructor
  · intro h
    have h1 : Sᴴ * (H * Rᴴ) = R * H * S := adj.symm.trans h
    change H * (S * Sᴴ) = S * Sᴴ * H
    calc H * (S * Sᴴ) = (S * R) * H * S * Sᴴ := by
          rw [hSR, Matrix.one_mul, Matrix.mul_assoc]
      _ = S * (R * H * S) * Sᴴ := by simp only [Matrix.mul_assoc]
      _ = S * (Sᴴ * (H * Rᴴ)) * Sᴴ := by rw [h1]
      _ = S * Sᴴ * H * (Rᴴ * Sᴴ) := by simp only [Matrix.mul_assoc]
      _ = S * Sᴴ * H := by rw [a1, Matrix.mul_one]
  · intro h
    have h1 : H * (S * Sᴴ) = S * Sᴴ * H := h
    change (R * H * S)ᴴ = R * H * S
    rw [adj]
    calc Sᴴ * (H * Rᴴ) = (R * S) * (Sᴴ * (H * Rᴴ)) := by rw [hRS, Matrix.one_mul]
      _ = R * (S * Sᴴ * H) * Rᴴ := by simp only [Matrix.mul_assoc]
      _ = R * (H * (S * Sᴴ)) * Rᴴ := by rw [h1]
      _ = R * H * S * (Sᴴ * Rᴴ) := by simp only [Matrix.mul_assoc]
      _ = R * H * S := by rw [a2, Matrix.mul_one]
```

## (e) Normal, Hermitian, commuting

**Task.** For Hermitian $H$ and any $T$, show the equivalence of: $\bar H$ is normal; $\bar H$ is Hermitian; $H$ commutes with $e^{T}(e^{T})^*$.

**Solution.** A Hermitian matrix is normal, and (d) links the last two conditions. Now let $\bar H$ be normal. From $HS=S\bar H$, part (c) with $A=H$, $B=\bar H$, $X=S$ gives $HS=S\bar H^*$. Thus $S\bar H=S\bar H^*$, and multiplication by $R$ yields $\bar H=\bar H^*$.

`List.TFAE` states that all entries of the list are equivalent. Nilpotency of $T$ is not assumed, so the result covers nilpotent cluster operators as a special case. In this finite-matrix setting, a non-Hermitian $\bar H$ has no orthonormal eigenbasis. The result concerns the full matrix $\bar H$, not a block of it projected onto a truncated excitation space.

Hermiticity of $H$ is needed: for the $1\times1$ matrices $H=i$ and $T=0$, $\bar H=i$ is normal and the commutation condition holds, but $\bar H$ is not Hermitian.

```lean
/-- For Hermitian `H` and any `T`, the following are equivalent: the transformed Hamiltonian
is normal; it is Hermitian; `H` commutes with `exp(T) exp(T)*`. -/
theorem hbar_normal_tfae {H : Matrix n n ℂ} (hH : H.IsHermitian) (T : Matrix n n ℂ) :
    List.TFAE [IsNormal (Hbar H T), (Hbar H T).IsHermitian,
      Commute H (NormedSpace.exp T * (NormedSpace.exp T)ᴴ)] := by
  have hRS := exp_neg_mul_exp T
  have hSR := mul_eq_one_comm.mp hRS
  tfae_have 1 → 2 := by
    intro hN
    -- exp(T) intertwines H and Hbar, hence also their adjoints
    have h1 : H * NormedSpace.exp T = NormedSpace.exp T * Hbar H T := by
      unfold Hbar
      rw [← Matrix.mul_assoc, ← Matrix.mul_assoc, hSR, Matrix.one_mul]
    have hHN : IsNormal H := by
      unfold IsNormal
      rw [hH.eq]
    have h2 := fuglede_putnam hHN hN h1
    rw [hH.eq, h1] at h2
    have h3 := congrArg (fun M => NormedSpace.exp (-T) * M) h2
    simp only [← Matrix.mul_assoc, hRS, Matrix.one_mul] at h3
    exact h3.symm
  tfae_have 2 → 1 := by
    intro h
    unfold IsNormal
    rw [h.eq]
  tfae_have 2 ↔ 3 := hbar_hermitian_iff hH T
  tfae_finish
```

## (f) The exponential of a nilpotent matrix

**Task.** For nilpotent $T$, show that $e^{T}=1+T+T^2Q$ with $Q$ commuting with $T$.

**Solution.** If $T^k=0$, the exponential series stops, and

$$Q=\sum_{i=0}^{k-1}\frac{T^i}{(i+2)!}$$

collects everything beyond first order. It commutes with $T$ because it is a polynomial in $T$. Lean calls this matrix `R` here and `Q` in (h); it truncates the series with `tsum_eq_sum` and splits off the first two terms.

```lean
/-- For nilpotent `T` the exponential is `1 + T + T² R` with some `R` that commutes
with `T`. -/
theorem exp_nilpotent {T : Matrix n n ℂ} (hT : IsNilpotent T) :
    ∃ R, Commute T R ∧ NormedSpace.exp T = 1 + T + T * T * R := by
  obtain ⟨k, hk⟩ := hT
  have h : NormedSpace.exp T
      = ∑ i ∈ Finset.range (k + 1 + 1), ((i.factorial : ℂ)⁻¹) • T ^ i := by
    rw [congrFun (NormedSpace.exp_eq_tsum (𝕂 := ℂ)) T]
    apply tsum_eq_sum
    intro i hi
    have hki : k ≤ i := by
      rw [Finset.mem_range] at hi
      omega
    rw [pow_eq_zero_of_le hki hk, smul_zero]
  refine ⟨∑ i ∈ Finset.range k, (((i + 1 + 1).factorial : ℂ)⁻¹) • T ^ i,
    Commute.sum_right _ _ _ (fun i _ => ((Commute.refl T).pow_right i).smul_right _), ?_⟩
  have hs : ∑ i ∈ Finset.range k, (((i + 1 + 1).factorial : ℂ)⁻¹) • T ^ (i + 1 + 1)
      = T * T * ∑ i ∈ Finset.range k, (((i + 1 + 1).factorial : ℂ)⁻¹) • T ^ i := by
    rw [Finset.mul_sum]
    refine Finset.sum_congr rfl (fun i _ => ?_)
    rw [mul_smul_comm, pow_succ', pow_succ', mul_assoc]
  rw [h, Finset.sum_range_succ', Finset.sum_range_succ', hs]
  simp only [zero_add, pow_zero, pow_one, Nat.factorial_zero, Nat.factorial_one,
    Nat.cast_one, inv_one, one_smul]
  abel
```

## (g) Normal and nilpotent

**Task.** Show that a normal nilpotent matrix $N$ is zero.

**Solution.** It suffices to lower the vanishing power step by step. Suppose $N^{k+2}=0$ and set $Y=N^*N^{k+1}$. Normality gives

$$Y^*Y=(N^k)^*N^*(NN^*)N^{k+1}=(N^k)^*N^*N^*N^{k+2}=0,$$

so $Y=0$. Then $(N^{k+1})^*N^{k+1}=(N^k)^*Y=0$, hence $N^{k+1}=0$. Induction on $k$ ends at $N=0$.

```lean
/-- A normal nilpotent matrix is zero. -/
theorem normal_nilpotent_eq_zero {N : Matrix n n ℂ} (hN : IsNormal N)
    (h : IsNilpotent N) : N = 0 := by
  obtain ⟨k, hk⟩ := h
  have key : ∀ k : ℕ, N ^ (k + 1) = 0 → N = 0 := by
    intro k
    induction k with
    | zero => intro h; simpa using h
    | succ k ih =>
      intro h
      apply ih
      have h0 : N * (N * N ^ k) = 0 := by rw [← pow_succ', ← pow_succ', h]
      rw [pow_succ']
      -- normality lets one factor of N be removed
      apply (Matrix.conjTranspose_mul_self_mul_eq_zero N (N ^ k)).mp
      apply Matrix.conjTranspose_mul_self_eq_zero.mp
      have e : (Nᴴ * N * N ^ k)ᴴ * (Nᴴ * N * N ^ k)
          = (N ^ k)ᴴ * Nᴴ * (N * Nᴴ) * (N * N ^ k) := by
        simp only [Matrix.conjTranspose_mul, Matrix.conjTranspose_conjTranspose,
          Matrix.mul_assoc]
      rw [e, hN]
      simp only [Matrix.mul_assoc, h0, Matrix.mul_zero]
  exact key k (by rw [pow_succ, hk, zero_mul])
```

## (h) Normality for every Hamiltonian

**Task.** For nilpotent $T$, show that $\bar H$ is normal for every Hermitian $H$ exactly when $T=0$.

**Solution.** If $T=0$, then $\bar H=H$. Conversely, by (e), $SS^*$ commutes with every Hermitian matrix, in particular with $S+S^*$ and $i(S-S^*)$. It therefore commutes with their combination $S$: $SSS^*=SS^*S$. Multiplying by $R$ on the left gives $SS^*=S^*S$, so $S$ is normal, and so is $S-1$.

By (f), $S-1=T(1+TQ)$. The factors commute, so $T^k=0$ implies $(S-1)^k=0$, and (g) gives $S-1=0$. Since $TQ$ is nilpotent, $1+TQ$ is invertible, and $T(1+TQ)=0$ leaves $T=0$.

A nonzero nilpotent $T$ thus spoils normality for some Hermitian $H$, not necessarily for a given molecular one. Without nilpotency the claim fails: the $1\times1$ matrix $T=1$ gives $\bar H=H$ for every $H$.

```lean
/-- For nilpotent `T`, the transformed Hamiltonian is normal for every Hermitian `H`
exactly when `T = 0`. -/
theorem hbar_always_normal_iff {T : Matrix n n ℂ} (hT : IsNilpotent T) :
    (∀ H : Matrix n n ℂ, H.IsHermitian → IsNormal (Hbar H T)) ↔ T = 0 := by
  constructor
  · intro hall
    have hc : ∀ H : Matrix n n ℂ, H.IsHermitian →
        H * (NormedSpace.exp T * (NormedSpace.exp T)ᴴ)
          = NormedSpace.exp T * (NormedSpace.exp T)ᴴ * H :=
      fun H hH => ((hbar_normal_tfae hH T).out 0 2).mp (hall H hH)
    have hRS := exp_neg_mul_exp T
    obtain ⟨Q, hQ, hexp⟩ := exp_nilpotent hT
    generalize NormedSpace.exp T = S at *
    generalize NormedSpace.exp (-T) = R at *
    have cancel : ∀ (c : ℂ) (M N : Matrix n n ℂ), c ≠ 0 → c • M = c • N → M = N := by
      intro c M N h0 h
      have h1 := congrArg (fun X => c⁻¹ • X) h
      simpa only [inv_smul_smul₀ h0] using h1
    -- split S into Hermitian and anti-Hermitian parts
    have h1 := hc (S + Sᴴ) (by
      change (S + Sᴴ)ᴴ = S + Sᴴ
      rw [Matrix.conjTranspose_add, Matrix.conjTranspose_conjTranspose, add_comm])
    have h2 := hc (Complex.I • (S - Sᴴ)) (by
      change (Complex.I • (S - Sᴴ))ᴴ = Complex.I • (S - Sᴴ)
      rw [Matrix.conjTranspose_smul, Matrix.conjTranspose_sub,
        Matrix.conjTranspose_conjTranspose, Complex.star_def, Complex.conj_I]
      module)
    rw [Matrix.smul_mul, Matrix.mul_smul] at h2
    have h3 := cancel _ _ _ Complex.I_ne_zero h2
    have h4 : S * (S * Sᴴ) = S * Sᴴ * S := by
      apply cancel 2 _ _ two_ne_zero
      calc (2 : ℂ) • (S * (S * Sᴴ))
          = (S + Sᴴ) * (S * Sᴴ) + (S - Sᴴ) * (S * Sᴴ) := by
            rw [Matrix.add_mul, Matrix.sub_mul]; module
        _ = S * Sᴴ * (S + Sᴴ) + S * Sᴴ * (S - Sᴴ) := by rw [h1, h3]
        _ = (2 : ℂ) • (S * Sᴴ * S) := by
            rw [Matrix.mul_add, Matrix.mul_sub]; module
    have h5 : S * Sᴴ = Sᴴ * S := by
      have h := congrArg (fun M => R * M) h4
      simpa only [← Matrix.mul_assoc, hRS, Matrix.one_mul] using h
    -- exp(T) - 1 is normal and nilpotent, hence zero
    have hN : IsNormal (S - 1) := by
      unfold IsNormal
      rw [Matrix.conjTranspose_sub, Matrix.conjTranspose_one]
      have e1 : (S - 1) * (Sᴴ - 1) = S * Sᴴ - S - Sᴴ + 1 := by noncomm_ring
      have e2 : (Sᴴ - 1) * (S - 1) = Sᴴ * S - S - Sᴴ + 1 := by noncomm_ring
      rw [e1, e2, h5]
    have hf : S - 1 = T * (1 + T * Q) := by
      rw [hexp]
      noncomm_ring
    have hcomm : Commute T (1 + T * Q) :=
      (Commute.one_right T).add_right ((Commute.refl T).mul_right hQ)
    obtain ⟨k, hk⟩ := hT
    have hz := normal_nilpotent_eq_zero hN
      ⟨k, by rw [hf, hcomm.mul_pow, hk, zero_mul]⟩
    have hu : IsUnit (1 + T * Q) :=
      IsNilpotent.isUnit_one_add ⟨k, by rw [hQ.mul_pow, hk, zero_mul]⟩
    exact hu.mul_right_cancel (by rw [← hf, hz, zero_mul])
  · rintro rfl H hH
    have h : Hbar H 0 = H := by simp [Hbar, NormedSpace.exp_zero]
    unfold IsNormal
    rw [h, hH.eq]
```

## (i) A two-level instance

**Task.** Compute $\bar H$ for

$$H=\begin{pmatrix}2&1\\1&1\end{pmatrix},\qquad T=\begin{pmatrix}0&1\\0&0\end{pmatrix}.$$

The second basis vector is the reference, and $T$ excites it to the first with amplitude 1.

```lean
/-- A two-level Hamiltonian with coupled levels. -/
def toyH : Matrix (Fin 2) (Fin 2) ℂ := !![2, 1; 1, 1]

/-- A two-level cluster operator with a single non-zero amplitude. -/
def toyT : Matrix (Fin 2) (Fin 2) ℂ := !![0, 1; 0, 0]
```

**Solution.** Here $T^2=0$, so $e^{\pm T}=1\pm T$ and

$$\bar H=\begin{pmatrix}1&-1\\0&1\end{pmatrix}\begin{pmatrix}2&1\\1&1\end{pmatrix}\begin{pmatrix}1&1\\0&1\end{pmatrix}
=\begin{pmatrix}1&-1\\0&1\end{pmatrix}\begin{pmatrix}2&3\\1&2\end{pmatrix}
=\begin{pmatrix}1&1\\1&2\end{pmatrix}.$$

This is Hermitian and differs from $H$, although

$$HT=\begin{pmatrix}0&2\\0&1\end{pmatrix}\neq\begin{pmatrix}1&1\\0&0\end{pmatrix}=TH.$$

The condition in (d) holds because $e^{T}(e^{T})^*=H$ for these numbers. The amplitude does not solve the coupled-cluster equation, since the element of $\bar H$ from reference to excited state is 1, not 0. Lean obtains the exponentials from (f) and checks the matrices entry by entry.

```lean
/-- In the two-level model `T` squares to zero and does not commute with the Hermitian `H`,
and the transformed Hamiltonian is the real symmetric matrix with rows (1, 1) and (1, 2). -/
theorem toy_hbar : toyT * toyT = 0 ∧ toyH.IsHermitian ∧ toyH * toyT ≠ toyT * toyH ∧
    Hbar toyH toyT = !![1, 1; 1, 2] := by
  have hsq : toyT * toyT = 0 := by
    ext i j
    fin_cases i <;> fin_cases j <;> simp [toyT, Matrix.mul_apply, Fin.sum_univ_succ]
  have hexp : ∀ A : Matrix (Fin 2) (Fin 2) ℂ, A * A = 0 → NormedSpace.exp A = 1 + A := by
    intro A hA
    obtain ⟨R, -, h⟩ := exp_nilpotent (T := A) ⟨2, by rw [pow_two, hA]⟩
    rw [h, hA, zero_mul, add_zero]
  refine ⟨hsq, ?_, ?_, ?_⟩
  · exact Matrix.IsHermitian.ext (fun i j => by
      fin_cases i <;> fin_cases j <;> simp [toyH])
  · intro h
    have h0 := congrFun (congrFun h 0) 0
    simp [toyH, toyT, Matrix.mul_apply, Fin.sum_univ_succ] at h0
  · unfold Hbar
    rw [hexp toyT hsq, hexp (-toyT) (by rw [neg_mul_neg, hsq]), Matrix.one_fin_two]
    ext i j
    fin_cases i <;> fin_cases j <;>
      simp [toyH, toyT, Matrix.mul_apply, Fin.sum_univ_two] <;> norm_num

end

end CoupledClusterNormality
```

```lean
#print axioms CoupledClusterNormality.hbar_always_normal_iff
-- 'CoupledClusterNormality.hbar_always_normal_iff' depends on axioms: [propext, Classical.choice, Quot.sound]
#print axioms CoupledClusterNormality.toy_hbar
-- 'CoupledClusterNormality.toy_hbar' depends on axioms: [propext, Classical.choice, Quot.sound]
```
